# A bound on the virial's trace against A along the deformation exp(tA) bounds the energy change

The lemma concerns finitely many atoms in a real coordinate space of finite dimension, with an energy E that is a differentiable function of their positions. The virial W is the sum over atoms of position times transposed force, and A is any real square matrix, antisymmetric (a generator of rotations) or not. If |tr(A W)| is at most ε at every configuration exp(tA)x with 0 ≤ t ≤ 1, then applying exp(A) to all atoms changes the energy by at most ε: |E(exp(A)x) − E(x)| ≤ ε. The attempt takes the derivative of the energy along this path, which is −tr(A W), applies the mean value inequality on the unit interval, and leaves `simpa` to tidy the endpoints.

The failing Lean file:

```lean
import Mathlib

open Matrix

namespace VirialSymmetryImpliesRotationInvariance

noncomputable section

variable {ι n : Type*} [Fintype ι] [DecidableEq ι] [Fintype n] [DecidableEq n]

/-- The force on atom `i`: minus the gradient of the energy with respect to its position. -/
def force (E : (ι → n → ℝ) → ℝ) (x : ι → n → ℝ) (i : ι) : n → ℝ :=
  fun a => -fderiv ℝ E x (Pi.single i (Pi.single a 1))

/-- The virial matrix, the sum over atoms of position times transposed force. -/
def virial (E : (ι → n → ℝ) → ℝ) (x : ι → n → ℝ) : Matrix n n ℝ :=
  Matrix.of fun a b => ∑ i, x i a * force E x i b

/-- One matrix applied to the positions of all atoms simultaneously. -/
def actOnAtoms (M : Matrix n n ℝ) (x : ι → n → ℝ) : ι → n → ℝ :=
  fun i => M *ᵥ x i

/-- The first-order energy change under a displacement `v` is minus the work of the forces. -/
theorem fderiv_eq_neg_work (E : (ι → n → ℝ) → ℝ) (x v : ι → n → ℝ) :
    fderiv ℝ E x v = -∑ i, force E x i ⬝ᵥ v i := by
  -- expand the displacement in unit displacements of single coordinates
  have hv : v = ∑ i, ∑ a, v i a • (Pi.single i (Pi.single a 1) : ι → n → ℝ) := by
    ext j b
    simp only [Finset.sum_apply, Pi.smul_apply, smul_eq_mul]
    rw [Finset.sum_eq_single j]
    · rw [Finset.sum_eq_single b]
      · simp
      · intro a _ h
        simp [h.symm]
      · simp
    · intro i _ h
      simp [h.symm]
    · simp
  conv_lhs => rw [hv]
  simp only [map_sum, map_smul, smul_eq_mul, force, dotProduct, neg_mul,
    Finset.sum_neg_distrib, neg_neg]
  exact Finset.sum_congr rfl fun i _ => Finset.sum_congr rfl fun a _ => mul_comm _ _

/-- Under the linear displacement `x_i ↦ A x_i` of all atoms, the first-order energy change
is minus the trace of `A` times the virial. -/
theorem fderiv_linear_displacement (E : (ι → n → ℝ) → ℝ) (A : Matrix n n ℝ)
    (x : ι → n → ℝ) :
    fderiv ℝ E x (actOnAtoms A x) = -trace (A * virial E x) := by
  rw [fderiv_eq_neg_work]
  congr 1
  simp only [trace, diag_apply, mul_apply, virial, of_apply, dotProduct, mulVec,
    Finset.mul_sum, actOnAtoms]
  rw [Finset.sum_comm]
  refine Finset.sum_congr rfl fun a _ => ?_
  rw [Finset.sum_comm]
  exact Finset.sum_congr rfl fun b _ => Finset.sum_congr rfl fun i _ => by ring

/-- Each entry of `exp(tA)` has time derivative equal to the same entry of `A exp(tA)`. -/
theorem hasDerivAt_exp_entry (A : Matrix n n ℝ) (t : ℝ) (a b : n) :
    HasDerivAt (fun s : ℝ => NormedSpace.exp (s • A) a b)
      ((A * NormedSpace.exp (t • A)) a b) t := by
  let : NormedRing (Matrix n n ℝ) := Matrix.linftyOpNormedRing
  let : NormedAlgebra ℝ (Matrix n n ℝ) := Matrix.linftyOpNormedAlgebra
  have : CompleteSpace (Matrix n n ℝ) := FiniteDimensional.complete ℝ _
  have h : HasDerivAt (fun s : ℝ => NormedSpace.exp (s • A))
      (A * NormedSpace.exp (t • A)) t := hasDerivAt_exp_smul_const' A t
  -- reading off an entry is a continuous linear map
  let L : Matrix n n ℝ →L[ℝ] ℝ :=
    LinearMap.toContinuousLinearMap (Matrix.entryLinearMap ℝ ℝ a b)
  exact L.hasFDerivAt.comp_hasDerivAt t h

/-- Along the path `exp(tA) x` a differentiable energy changes at the rate `-tr(A W)`, with `W` the
virial at the current configuration. -/
theorem hasDerivAt_energy (E : (ι → n → ℝ) → ℝ) (hE : Differentiable ℝ E)
    (A : Matrix n n ℝ) (x : ι → n → ℝ) (t : ℝ) :
    HasDerivAt (fun s : ℝ => E (actOnAtoms (NormedSpace.exp (s • A)) x))
      (-trace (A * virial E (actOnAtoms (NormedSpace.exp (t • A)) x))) t := by
  have hpath : HasDerivAt (fun s : ℝ => actOnAtoms (NormedSpace.exp (s • A)) x)
      (actOnAtoms A (actOnAtoms (NormedSpace.exp (t • A)) x)) t := by
    refine hasDerivAt_pi.2 fun i => hasDerivAt_pi.2 fun a => ?_
    simp only [actOnAtoms, Matrix.mulVec_mulVec]
    simp only [Matrix.mulVec, dotProduct]
    exact HasDerivAt.fun_sum fun b _ => (hasDerivAt_exp_entry A t a b).mul_const (x i b)
  have h := (hE (actOnAtoms (NormedSpace.exp (t • A)) x)).hasFDerivAt.comp_hasDerivAt t hpath
  rw [fderiv_linear_displacement] at h
  exact h

/-- For a differentiable energy, if `|tr(A W)|` is at most `ε` along the path `exp(tA) x`, `0 ≤ t ≤
1`, then applying `exp(A)` to all atoms changes the energy by at most `ε`. -/
theorem energy_change_le (E : (ι → n → ℝ) → ℝ) (hE : Differentiable ℝ E)
    (A : Matrix n n ℝ) (x : ι → n → ℝ) (ε : ℝ)
    (h : ∀ t ∈ Set.Icc (0 : ℝ) 1,
      |trace (A * virial E (actOnAtoms (NormedSpace.exp (t • A)) x))| ≤ ε) :
    |E (actOnAtoms (NormedSpace.exp A) x) - E x| ≤ ε := by
  -- mean value inequality on the unit interval
  have key := norm_image_sub_le_of_norm_deriv_le_segment_01'
    (f := fun s : ℝ => E (actOnAtoms (NormedSpace.exp (s • A)) x))
    (f' := fun t : ℝ => -trace (A * virial E (actOnAtoms (NormedSpace.exp (t • A)) x)))
    (C := ε) (fun t _ => (hasDerivAt_energy E hE A x t).hasDerivWithinAt)
    (fun t ht => by
      rw [norm_neg, Real.norm_eq_abs]
      exact h t ⟨ht.1, ht.2.le⟩)
  simpa [actOnAtoms, Real.norm_eq_abs] using key

end

end VirialSymmetryImpliesRotationInvariance
```

The compiler's answer:

```
Main.lean:103:2: error: Type mismatch: After simplification, term
  key
 has type
  |E (actOnAtoms (NormedSpace.exp A) x) - E (actOnAtoms 1 x)| ≤ ε
but is expected to have type
  |E (actOnAtoms (NormedSpace.exp A) x) - E x| ≤ ε
```

Diagnosis. The message shows that the mean value inequality, `key`, has the right form except at the starting point. There `simpa` has reduced the exponential to the identity matrix, but it leaves `actOnAtoms 1 x` where the goal has `x`.

The two are equal, and `actOnAtoms` was in the simp list, but it was not unfolded. Its definition is a function of the atom index, `fun i => M *ᵥ x i`, and `simp` unfolds it only when that index is supplied. In `key` the whole configuration `actOnAtoms 1 x` is passed to `E` with no index, so `simp` never reaches the product of the identity matrix with a vector, which it could have simplified.

The repair proves the missing equation separately, as `hone`. There `funext i` supplies the index, so `simp [actOnAtoms]` can unfold the definition and remove the identity matrix. The final `simpa` is given `hone` in place of `actOnAtoms` and rewrites the whole configuration `actOnAtoms 1 x` to `x`, after which `key` matches the goal.

Lean accepts the file once it reads:

```diff
@@ -101,5 +101,8 @@
       rw [norm_neg, Real.norm_eq_abs]
       exact h t ⟨ht.1, ht.2.le⟩)
-  simpa [actOnAtoms, Real.norm_eq_abs] using key
+  have hone : actOnAtoms (1 : Matrix n n ℝ) x = x := by
+    funext i
+    simp [actOnAtoms]
+  simpa [hone, Real.norm_eq_abs] using key
 
 end
```
